# Global minimum of the lower band in silicon's two-band k·p expansion about X, for t ≤ M

The k·p expansion about the X point is treated here as a function on all of ℝ³, with no Brillouin-zone boundary. "Global minimum" therefore refers to the model band at every real wave vector, including those too far from X for the expansion to describe silicon. On this unlimited domain, a minimum exists only if the coupling between the bands is not too strong.

## Two bands that meet at X

Let (x, y, z) be the wave vector measured from X, with z along the line from Γ to X and x and y along the other two cubic axes, ħ = 1, and energies measured from the level at which the two bands touch at X itself. Both bands share the kinetic term

T = z²/(2l) + (x² + y²)/(2t),

with longitudinal mass l and transverse mass t. The Hamiltonian is a real symmetric 2×2 matrix with diagonal elements T ± qz/l and off-diagonal element xy/M. The constant q sets the strength of the linear splitting, and 1/M that of the transverse coupling. Both are parameters of the model and are not derived from a crystal potential.

The secular equation is

(T + qz/l − E)(T − qz/l − E) − (xy/M)² = 0,

that is, (E − T)² = s² with

s = √(q²z²/l² + x²y²/M²).

The bands are E₋ = T − s and E₊ = T + s.

## The energy above −q²/(2l)

Let q, l, t and M be positive with t ≤ M, and write a = q|z|/l and b = |xy|/M. Then

s² = a² + b² ≤ (a + b)², so s ≤ a + b.

From (|x| − |y|)² ≥ 0 we get |xy| ≤ (x² + y²)/2, and hence

b ≤ (x² + y²)/(2M) ≤ (x² + y²)/(2t).

Completing the square in |z| gives

z²/(2l) − a + q²/(2l) = (|z| − q)²/(2l).

Adding and subtracting a + b in E₋ then yields

E₋ + q²/(2l) = (|z| − q)²/(2l) + [(x² + y²)/(2t) − b] + [a + b − s].

All three terms are nonnegative, so E₋ ≥ −q²/(2l).

If equality holds, each term vanishes. The first gives |z| = q. The third gives (a + b)² = a² + b², so ab = 0; since a = q²/l > 0, b = 0. The second then gives x² + y² = 0. Conversely, at x = y = 0 and z = ±q we have b = 0 and s = a, and all three terms are zero.

## Parabolic planes and the strong-coupling case

Where xy = 0, s = a and the band is exactly

E₋ = −q²/(2l) + (|z| − q)²/(2l) + (x² + y²)/(2t).

If instead 0 < M < t, take x = y = r and z = 0:

E₋ = r²/t − r²/M = −r²(1/M − 1/t),

which falls below any bound as r grows. The condition t ≤ M thus says that the transverse kinetic energy can always offset the coupling.

## What the theorems say

`lowerBand_global_minimum` takes positive real q, l, t, M with t ≤ M and states, for all real x, y, z, both the lower bound and the equivalence between equality and `x = 0 ∧ y = 0 ∧ (z = q ∨ z = -q)`. `lowerBand_unbounded` covers 0 < M < t. `secular_equation` ties the explicit formulas `lowerBand` and `upperBand` to the matrix `hamiltonian`.

The result locates the conduction-band valleys on the z axis through X in a spinless, bulk, two-band model truncated at second order. It does not cover other bands, strain or confinement.

In Lean 4 with Mathlib:

```lean
import Mathlib

open Matrix

namespace SiliconXPoint

noncomputable section

/-- The band-diagonal kinetic energy with longitudinal mass `l` and transverse mass `t`;
the wave vector `(x, y, z)` is measured from the X point and ħ = 1. -/
def kinetic (l t x y z : ℝ) : ℝ := z ^ 2 / (2 * l) + (x ^ 2 + y ^ 2) / (2 * t)

/-- Half the energy splitting between the two bands. -/
def halfSplitting (q l M x y z : ℝ) : ℝ :=
  Real.sqrt (q ^ 2 * z ^ 2 / l ^ 2 + x ^ 2 * y ^ 2 / M ^ 2)

/-- The lower conduction band near the X point. -/
def lowerBand (q l t M x y z : ℝ) : ℝ := kinetic l t x y z - halfSplitting q l M x y z

/-- The upper conduction band near the X point. -/
def upperBand (q l t M x y z : ℝ) : ℝ := kinetic l t x y z + halfSplitting q l M x y z

/-- The two-band k·p Hamiltonian: a term linear in `z` splits the diagonal, and the
transverse product `x y` couples the two bands. -/
def hamiltonian (q l t M x y z : ℝ) : Matrix (Fin 2) (Fin 2) ℝ :=
  !![kinetic l t x y z + q * z / l, x * y / M;
     x * y / M, kinetic l t x y z - q * z / l]

/-- The secular equation of the k·p Hamiltonian is solved exactly by the lower and upper
band energies. -/
theorem secular_equation (q l t M x y z E : ℝ) :
    (hamiltonian q l t M x y z - E • (1 : Matrix (Fin 2) (Fin 2) ℝ)).det = 0 ↔
      E = lowerBand q l t M x y z ∨ E = upperBand q l t M x y z := by
  have h : halfSplitting q l M x y z ^ 2 =
      q ^ 2 * z ^ 2 / l ^ 2 + x ^ 2 * y ^ 2 / M ^ 2 := Real.sq_sqrt (by positivity)
  -- the characteristic polynomial factorises over the two bands
  have hdet : (hamiltonian q l t M x y z - E • (1 : Matrix (Fin 2) (Fin 2) ℝ)).det =
      (E - lowerBand q l t M x y z) * (E - upperBand q l t M x y z) := by
    simp [hamiltonian, Matrix.det_fin_two]
    unfold lowerBand upperBand
    linear_combination h
  rw [hdet, mul_eq_zero, sub_eq_zero, sub_eq_zero]

/-- The squared half splitting is the sum of the squares of the linear term and the
transverse coupling. -/
theorem halfSplitting_sq (q l M x y z : ℝ) :
    halfSplitting q l M x y z ^ 2 = (q * |z| / l) ^ 2 + (|x * y| / M) ^ 2 := by
  unfold halfSplitting
  rw [Real.sq_sqrt (by positivity), div_pow, mul_pow, sq_abs, div_pow, sq_abs, mul_pow]

/-- The half splitting is at most the sum of the magnitudes of the linear term and the
transverse coupling. -/
theorem halfSplitting_le {q l M : ℝ} (hq : 0 < q) (hl : 0 < l) (hM : 0 < M) (x y z : ℝ) :
    halfSplitting q l M x y z ≤ q * |z| / l + |x * y| / M := by
  have hs := halfSplitting_sq q l M x y z
  have ha : 0 ≤ q * |z| / l := by positivity
  have hb : 0 ≤ |x * y| / M := by positivity
  by_contra h
  have hd := sub_pos.mpr (not_le.mp h)
  nlinarith [mul_nonneg ha hb, mul_nonneg hd.le ha, mul_nonneg hd.le hb, mul_pos hd hd]

/-- If the transverse mass `t` does not exceed `M`, the transverse kinetic energy is at
least the magnitude of the transverse coupling. -/
theorem coupling_le_kinetic {t M : ℝ} (ht : 0 < t) (htM : t ≤ M) (x y : ℝ) :
    |x * y| / M ≤ (x ^ 2 + y ^ 2) / (2 * t) := by
  have h : |x * y| ≤ (x ^ 2 + y ^ 2) / 2 := by
    rw [abs_mul]
    nlinarith [sq_nonneg (|x| - |y|), sq_abs x, sq_abs y]
  calc |x * y| / M ≤ |x * y| / t := by gcongr
    _ ≤ ((x ^ 2 + y ^ 2) / 2) / t := by gcongr
    _ = (x ^ 2 + y ^ 2) / (2 * t) := by ring

/-- The energy above `-q²/(2l)` is a longitudinal parabola, plus the transverse kinetic
energy less the coupling, plus the slack in the bound on the half splitting. -/
theorem excess_energy (q l t M x y z : ℝ) :
    lowerBand q l t M x y z + q ^ 2 / (2 * l) =
      (|z| - q) ^ 2 / (2 * l) + ((x ^ 2 + y ^ 2) / (2 * t) - |x * y| / M) +
        (q * |z| / l + |x * y| / M - halfSplitting q l M x y z) := by
  have h : (|z| - q) ^ 2 / (2 * l) =
      z ^ 2 / (2 * l) - q * |z| / l + q ^ 2 / (2 * l) := by
    rw [← sq_abs z]
    ring
  unfold lowerBand kinetic
  rw [h]
  ring

/-- On the planes `x = 0` and `y = 0` the lower band is exactly parabolic in `|z| - q` and
in the transverse wave vector, with masses `l` and `t`. -/
theorem lowerBand_parabolic {q l : ℝ} (hq : 0 < q) (hl : 0 < l) (t M : ℝ) {x y : ℝ}
    (hxy : x * y = 0) (z : ℝ) :
    lowerBand q l t M x y z =
      -q ^ 2 / (2 * l) + (|z| - q) ^ 2 / (2 * l) + (x ^ 2 + y ^ 2) / (2 * t) := by
  have hb : |x * y| / M = 0 := by rw [hxy, abs_zero, zero_div]
  have hs := halfSplitting_sq q l M x y z
  have he := excess_energy q l t M x y z
  rw [hb] at hs he
  have h : halfSplitting q l M x y z = q * |z| / l := by
    have h0 : 0 ≤ halfSplitting q l M x y z := Real.sqrt_nonneg _
    have ha : 0 ≤ q * |z| / l := by positivity
    have h2 : halfSplitting q l M x y z ^ 2 = (q * |z| / l) ^ 2 := by
      linear_combination hs
    exact (sq_eq_sq₀ h0 ha).mp h2
  rw [h] at he
  linear_combination he

/-- For `t ≤ M` the lower band has global minimum `-q²/(2l)`, attained exactly at the two
points `x = y = 0`, `z = ±q`. -/
theorem lowerBand_global_minimum {q l t M : ℝ} (hq : 0 < q) (hl : 0 < l) (ht : 0 < t)
    (hM : 0 < M) (htM : t ≤ M) (x y z : ℝ) :
    -q ^ 2 / (2 * l) ≤ lowerBand q l t M x y z ∧
      (lowerBand q l t M x y z = -q ^ 2 / (2 * l) ↔
        x = 0 ∧ y = 0 ∧ (z = q ∨ z = -q)) := by
  have he := excess_energy q l t M x y z
  have hA : 0 ≤ (|z| - q) ^ 2 / (2 * l) := by positivity
  have hB := coupling_le_kinetic ht htM x y
  have hC := halfSplitting_le hq hl hM x y z
  have hneg : -q ^ 2 / (2 * l) = -(q ^ 2 / (2 * l)) := by ring
  rw [hneg]
  refine ⟨by linarith, ?_, ?_⟩
  · intro h
    -- all three nonnegative contributions to the excess energy vanish
    have hA0 : (|z| - q) ^ 2 / (2 * l) = 0 := by linarith
    have hs : halfSplitting q l M x y z = q * |z| / l + |x * y| / M := by linarith
    have hz : |z| = q := by
      rcases div_eq_zero_iff.mp hA0 with h1 | h1
      · exact sub_eq_zero.mp (pow_eq_zero_iff two_ne_zero |>.mp h1)
      · linarith
    have hsq := halfSplitting_sq q l M x y z
    rw [hs] at hsq
    have hab : (q * |z| / l) * (|x * y| / M) = 0 := by linear_combination hsq / 2
    have ha : 0 < q * |z| / l := by
      rw [hz]
      positivity
    -- the linear term is nonzero, so the transverse coupling must vanish
    have hb : |x * y| / M = 0 := (mul_eq_zero.mp hab).resolve_left ha.ne'
    have hk : (x ^ 2 + y ^ 2) / (2 * t) = 0 := by linarith
    have hr : x ^ 2 + y ^ 2 = 0 := by
      rcases div_eq_zero_iff.mp hk with h1 | h1
      · exact h1
      · linarith
    have hx : x ^ 2 = 0 := by linarith [sq_nonneg x, sq_nonneg y]
    have hy : y ^ 2 = 0 := by linarith
    exact ⟨pow_eq_zero_iff two_ne_zero |>.mp hx, pow_eq_zero_iff two_ne_zero |>.mp hy,
      (abs_eq hq.le).mp hz⟩
  · rintro ⟨hx, hy, hz⟩
    have hz' : |z| = q := (abs_eq hq.le).mpr hz
    rw [lowerBand_parabolic hq hl t M (by rw [hx, zero_mul]) z, hz', hx, hy]
    ring

/-- If `M` is positive and the transverse mass `t` exceeds `M`, the lower band takes values below
any given energy. -/
theorem lowerBand_unbounded {t M : ℝ} (hM : 0 < M) (hMt : M < t) (q l C : ℝ) :
    ∃ x y z : ℝ, lowerBand q l t M x y z < C := by
  have hd : 0 < 1 / M - 1 / t := sub_pos.mpr (one_div_lt_one_div_of_lt hM hMt)
  -- go out along the transverse diagonal x = y
  let r : ℝ := Real.sqrt ((|C| + 1) / (1 / M - 1 / t))
  have hr : r ^ 2 = (|C| + 1) / (1 / M - 1 / t) := Real.sq_sqrt (by positivity)
  have hr' : r ^ 2 * (1 / M - 1 / t) = |C| + 1 := by
    rw [hr]
    exact div_mul_cancel₀ _ hd.ne'
  have hs : halfSplitting q l M r r 0 = r ^ 2 / M := by
    unfold halfSplitting
    have h : q ^ 2 * (0 : ℝ) ^ 2 / l ^ 2 + r ^ 2 * r ^ 2 / M ^ 2 = (r ^ 2 / M) ^ 2 := by
      ring
    rw [h, Real.sqrt_sq (by positivity)]
  have hE : lowerBand q l t M r r 0 = -(|C| + 1) := by
    unfold lowerBand kinetic
    rw [hs]
    linear_combination -hr'
  refine ⟨r, r, 0, ?_⟩
  rw [hE]
  linarith [neg_abs_le C]

end

end SiliconXPoint
```

```lean
#print axioms SiliconXPoint.secular_equation
#print axioms SiliconXPoint.lowerBand_global_minimum
#print axioms SiliconXPoint.lowerBand_unbounded
```

```
'SiliconXPoint.secular_equation' depends on axioms: [propext, Classical.choice, Quot.sound]
'SiliconXPoint.lowerBand_global_minimum' depends on axioms: [propext, Classical.choice, Quot.sound]
'SiliconXPoint.lowerBand_unbounded' depends on axioms: [propext, Classical.choice, Quot.sound]
```

## How the proof follows the derivation

`secular_equation` factorises the determinant as (E − E₋)(E − E₊), using the square of s.

`halfSplitting_sq` is s² = a² + b². `halfSplitting_le` argues by contradiction: if s exceeded a + b, its square would exceed a² + b², which `nlinarith` finds from the supplied products. `coupling_le_kinetic` bounds b, and `excess_energy` is the three-term identity.

In `lowerBand_global_minimum`, `linarith` adds the three nonnegative terms to get the bound. For equality, it extracts the vanishing of the first and third terms; `hab` is then ab = 0, and `hb` is b = 0. The converse substitutes the two points into `lowerBand_parabolic`, which itself obtains s = a from equal squares of nonnegative numbers.

`lowerBand_unbounded` chooses r² = (|C| + 1)/(1/M − 1/t), so the energy is −(|C| + 1), which lies below C.
